# A product of pair singlets on 2M spins 1/2 is nonzero and annihilated by every component of the total spin

For a finite system of `M + M` spins 1/2, with one-site spin matrices equal to half the Pauli matrices (ħ = 1), `singletProduct M` is the state that puts each pair `(k, M + k)` in the singlet |01⟩ − |10⟩. The vector is unnormalised, with squared norm 2^M, so the normalised state carries a factor 2^(−M/2); no Hamiltonian enters the statement. The theorem `singletProduct_annihilated` says that this vector is nonzero and that `totalSpin (M + M) a` maps it to zero for each of the three components `a`, a property independent of normalisation. The attempt proves the annihilation pair by pair: the two spins of a pair cancel by `hpair`, and the other pairs give a common factor `R`. For nonvanishing it assumes the vector is zero, evaluates it at the configuration with the first `M` spins in state 0 and the last `M` in state 1, where the amplitude is 1, and asks one `simp` call for the contradiction.

Lean 4 with Mathlib refuses this proof:

```lean
import Mathlib

open Matrix Function
open scoped ComplexOrder

namespace AllToAllAntiferromagnet

noncomputable section

variable {N : ℕ} {d : Type} [Fintype d] [DecidableEq d]

/-- The operator acting as `A` on site `i` and as the identity on every other site. -/
def site (i : Fin N) (A : Matrix d d ℂ) : Matrix (Fin N → d) (Fin N → d) ℂ :=
  of fun σ τ => if ∀ j, j ≠ i → σ j = τ j then A (σ i) (τ i) else 0

/-- Operators on `N` spins 1/2 in the basis of configurations. -/
abbrev Op (N : ℕ) := Matrix (Fin N → Fin 2) (Fin N → Fin 2) ℂ

/-- The three spin-1/2 matrices, half the Pauli matrices. -/
def spinHalf : Fin 3 → Matrix (Fin 2) (Fin 2) ℂ :=
  ![!![0, 1 / 2; 1 / 2, 0], !![0, -Complex.I / 2; Complex.I / 2, 0], !![1 / 2, 0; 0, -1 / 2]]

/-- Component `a` of the total spin. -/
def totalSpin (N : ℕ) (a : Fin 3) : Op N := ∑ i, site i (spinHalf a)

/-- Amplitudes of the unnormalised two-spin singlet. -/
def eps : Matrix (Fin 2) (Fin 2) ℂ := !![0, 1; -1, 0]

/-- The product of singlets on the pairs `(k, M + k)` of `M + M` spins. -/
def singletProduct (M : ℕ) (σ : Fin (M + M) → Fin 2) : ℂ :=
  ∏ k : Fin M, eps (σ (Fin.castAdd M k)) (σ (Fin.natAdd M k))

/-- A one-site operator mixes only configurations that differ at that site. -/
theorem site_mulVec (i : Fin N) (A : Matrix d d ℂ) (v : (Fin N → d) → ℂ) (σ : Fin N → d) :
    (site i A *ᵥ v) σ = ∑ b, A (σ i) b * v (update σ i b) := by
  have hentry : ∀ τ, site i A σ τ = ∑ b, if τ = update σ i b then A (σ i) b else 0 := by
    intro τ
    rw [site, of_apply]
    by_cases h : ∀ j, j ≠ i → σ j = τ j
    · have hτ : τ = update σ i (τ i) := eq_update_iff.2 ⟨rfl, fun j hj => (h j hj).symm⟩
      rw [if_pos h, Finset.sum_eq_single (τ i), if_pos hτ]
      · intro b _ hb
        exact if_neg fun hτ' => hb (eq_update_iff.1 hτ').1.symm
      · simp
    · rw [if_neg h]
      exact (Finset.sum_eq_zero fun b _ => if_neg fun hτ' =>
        h fun j hj => ((eq_update_iff.1 hτ').2 j hj).symm).symm
  show ∑ τ, site i A σ τ * v τ = _
  simp only [hentry, Finset.sum_mul, ite_mul, zero_mul]
  rw [Finset.sum_comm]
  simp only [Finset.sum_ite_eq', Finset.mem_univ, if_true]

/-- The product of singlets is nonzero and annihilated by every total spin component. -/
theorem singletProduct_annihilated (M : ℕ) :
    singletProduct M ≠ 0 ∧ ∀ a, totalSpin (M + M) a *ᵥ singletProduct M = 0 := by
  refine ⟨fun h => ?_, fun a => funext fun σ => ?_⟩
  · have h1 := congrFun h (Fin.append (fun _ => 0) (fun _ => 1))
    simp [singletProduct, eps] at h1
  have hpair : ∀ x y, ∑ b, spinHalf a x b * eps b y + ∑ b, spinHalf a y b * eps x b = 0 := by
    intro x y
    fin_cases a <;> fin_cases x <;> fin_cases y <;>
      simp [spinHalf, eps, Fin.sum_univ_two] <;> ring
  have hne : ∀ k l : Fin M, Fin.castAdd M k ≠ Fin.natAdd M l := fun k l h => by
    have h1 := congrArg Fin.val h
    have h2 : (k : ℕ) = M + l := h1
    have := k.isLt
    omega
  rw [totalSpin, sum_mulVec, Finset.sum_apply, Fin.sum_univ_add, ← Finset.sum_add_distrib]
  -- the two spins of pair k cancel; the other pairs give a common factor R
  refine Finset.sum_eq_zero fun k _ => ?_
  let R := ∏ l ∈ Finset.univ.erase k, eps (σ (Fin.castAdd M l)) (σ (Fin.natAdd M l))
  have h1 : ∀ b, singletProduct M (update σ (Fin.castAdd M k) b)
      = eps b (σ (Fin.natAdd M k)) * R := fun b => by
    rw [singletProduct, ← Finset.mul_prod_erase Finset.univ _ (Finset.mem_univ k)]
    simp only [update_self, update_of_ne (hne k k).symm]
    refine congrArg _ (Finset.prod_congr rfl fun l hl => ?_)
    have hc : Fin.castAdd M l ≠ Fin.castAdd M k := fun h => by
      have h3 := congrArg Fin.val h
      exact Finset.ne_of_mem_erase hl (Fin.ext h3)
    simp only [update_of_ne hc, update_of_ne (hne k l).symm]
  have h2 : ∀ b, singletProduct M (update σ (Fin.natAdd M k) b)
      = eps (σ (Fin.castAdd M k)) b * R := fun b => by
    rw [singletProduct, ← Finset.mul_prod_erase Finset.univ _ (Finset.mem_univ k)]
    simp only [update_self, update_of_ne (hne k k)]
    refine congrArg _ (Finset.prod_congr rfl fun l hl => ?_)
    have hc : Fin.natAdd M l ≠ Fin.natAdd M k := fun h => by
      have h3 := congrArg Fin.val h
      have h4 : M + (l : ℕ) = M + k := h3
      exact Finset.ne_of_mem_erase hl (Fin.ext (by omega))
    simp only [update_of_ne hc, update_of_ne (hne l k)]
  have hp := hpair (σ (Fin.castAdd M k)) (σ (Fin.natAdd M k))
  simp only [site_mulVec, h1, h2, Fin.sum_univ_two] at hp ⊢
  linear_combination R * hp

end

end AllToAllAntiferromagnet
```

Compiling this gives:

```
Main.lean:57:2: error: unsolved goals
case refine_1
M : ℕ
h : singletProduct M = 0
h1 : ∏ k, ![0, 1] (Fin.append (fun x => 0) (fun x => 1) (k.addNat M)) = 0
⊢ False
```

What went wrong. The message says the first bullet ends with `False` unproved: `simp` changed `h1` without refuting it. The left half worked, since the `Fin.castAdd` argument became 0 and selected row `![0, 1]` of `eps`. The right half stuck. The definition has `Fin.natAdd M k`, but `h1` shows `k.addNat M`: the default simp set rewrote the index to that form before the enclosing application was evaluated. `Fin.append_right` is stated for `Fin.append u v (Fin.natAdd _ i)`, so it no longer matches, and the column index never becomes 1.

The repair splits the call in two. `simp only [singletProduct, Fin.append_left, Fin.append_right] at h1` unfolds the product and uses only the named lemmas, so `Fin.natAdd M k` survives and both append lemmas fire, leaving every factor as `eps 0 1`. Then `simp [eps] at h1` evaluates that entry to 1, the product to 1 and the zero function's value to 0. The hypothesis reduces to `1 = 0` in `ℂ`, which is false, and the goal closes.

Lean accepts the file once it reads:

```diff
@@ -56,5 +56,6 @@
   refine ⟨fun h => ?_, fun a => funext fun σ => ?_⟩
   · have h1 := congrFun h (Fin.append (fun _ => 0) (fun _ => 1))
-    simp [singletProduct, eps] at h1
+    simp only [singletProduct, Fin.append_left, Fin.append_right] at h1
+    simp [eps] at h1
   have hpair : ∀ x y, ∑ b, spinHalf a x b * eps b y + ∑ b, spinHalf a y b * eps x b = 0 := by
     intro x y
```
